# Unique factorisation of an $SL(2,\mathbb{C})$ matrix into a boost after a rotation

A boost is represented here by a Hermitian positive definite complex $2\times2$ matrix of determinant 1, and a rotation by an element of $SU(2)$. Both are therefore conditions on spinor matrices, not on $4\times4$ Lorentz matrices. The link to spacetime is the action $X\mapsto AXA^\dagger$ on the Hermitian matrix $X=t\,\mathbb 1+\mathbf x\cdot\boldsymbol\sigma$ (with $c=1$), where $\boldsymbol\sigma$ are the Pauli matrices. Since $\det X=t^2-|\mathbf x|^2$, the condition $\det A=1$ makes this action preserve the interval. A unitary $A$ also preserves $t=\tfrac12\operatorname{tr}X$ and so rotates space, while a boost of rapidity $\eta$ along the unit vector $\mathbf n$ is $\exp(\eta\,\mathbf n\cdot\boldsymbol\sigma/2)$, which is positive definite with determinant 1.

With these meanings, every $A$ with $\det A=1$ is a boost times a rotation in exactly one way, and both factors have closed formulas that need no diagonalisation. For a massive spin-½ particle whose moving spin states are defined by boosting those at rest, the rotation factor of a product of two boosts is the Wigner rotation, which acts on the spin labels of these states.

In the code, `M2` is the type of complex $2\times2$ matrices, `SU2` is the special unitary group, and `ᴴ` is the dagger.

```lean
import Mathlib

open Matrix
open scoped ComplexOrder

namespace SL2CPolarDecomposition

noncomputable section

local notation "M2" => Matrix (Fin 2) (Fin 2) ℂ
local notation "SU2" => Matrix.specialUnitaryGroup (Fin 2) ℂ
```

Mathlib's `PosDef` includes Hermiticity, so the definition of a boost needs only two clauses.

```lean
/-- A spinor boost: a Hermitian positive definite 2×2 matrix of determinant one. -/
def IsBoost (P : M2) : Prop := P.PosDef ∧ P.det = 1
```

## The explicit factors

For a matrix $A$, define the normalisation
$$s_A=\sqrt{\operatorname{tr}(AA^\dagger)+2}.$$
The code takes the real part of the trace, so that the square root is one of a real number. The trace is shown below to be real, so nothing is lost.

```lean
/-- The normalisation `sqrt (tr (A A†) + 2)`. -/
def boostNorm (A : M2) : ℝ := Real.sqrt ((A * Aᴴ).trace.re + 2)
```

The candidate boost is
$$P_A=\frac{AA^\dagger+\mathbb 1}{s_A}.$$

```lean
/-- The boost factor `(A A† + 1) / sqrt (tr (A A†) + 2)`. -/
def boostPart (A : M2) : M2 := (boostNorm A : ℂ)⁻¹ • (A * Aᴴ + 1)
```

The candidate rotation is
$$U_A=\frac{A+(A^\dagger)^{-1}}{s_A}.$$

```lean
/-- The rotation factor `(A + (A†)⁻¹) / sqrt (tr (A A†) + 2)`. -/
def rotationPart (A : M2) : M2 := (boostNorm A : ℂ)⁻¹ • (A + (Aᴴ)⁻¹)
```

A boost along $z$ serves as a concrete example. Under the action on $X$, the matrix $\operatorname{diag}(e^{\eta/2},e^{-\eta/2})$ multiplies $t+z$ by $e^{\eta}$ and $t-z$ by $e^{-\eta}$.

```lean
/-- The spinor boost of rapidity `η` along the z axis, `diag (exp (η/2), exp (-η/2))`. -/
def zBoost (η : ℝ) : M2 :=
  Matrix.diagonal ![(Real.exp (η / 2) : ℂ), (Real.exp (-(η / 2)) : ℂ)]
```

## Squaring the boost factor

Let $M=\begin{pmatrix}a&b\\c&d\end{pmatrix}$ with $ad-bc=1$. Replacing the 1 in each diagonal entry of $M^2+\mathbb 1$ by $ad-bc$ gives
$$a^2+bc+1=a(a+d),\qquad d^2+bc+1=d(a+d),$$
and the off-diagonal entries are $b(a+d)$ and $c(a+d)$. Hence
$$M^2+\mathbb 1=(\operatorname{tr}M)\,M.$$
The proof checks the same four entries. The diagonal ones use the determinant hypothesis through `linear_combination`, and the others are identities settled by `ring`.

```lean
/-- The Cayley–Hamilton identity for a 2×2 matrix of determinant one: `M² + 1 = (tr M) M`. -/
theorem cayley_hamilton_det_one (M : M2) (h : M.det = 1) :
    M * M + 1 = M.trace • M := by
  rw [Matrix.det_fin_two] at h
  ext i j
  fin_cases i <;> fin_cases j <;>
    simp [Matrix.mul_apply, Fin.sum_univ_two, Matrix.trace_fin_two] <;>
    first
      | linear_combination (-1 : ℂ) * h
      | ring
```

The trace $\operatorname{tr}(AA^\dagger)=\sum_{ij}|A_{ij}|^2$ is real and nonnegative. So $s_A>0$ and $s_A^2=\operatorname{tr}(AA^\dagger)+2$, for any $A$. Lean obtains the sign from the positive semidefiniteness of $AA^\dagger$. In the order on $\mathbb C$ used here, a nonnegative number has zero imaginary part, which supplies the reality of the trace as well.

```lean
/-- The normalisation is strictly positive and its square is `tr (A A†) + 2`. -/
theorem boostNorm_spec (A : M2) :
    0 < boostNorm A ∧ (boostNorm A : ℂ) ^ 2 = (A * Aᴴ).trace + 2 := by
  have h := (Matrix.posSemidef_self_mul_conjTranspose A).trace_nonneg
  rw [Complex.nonneg_iff] at h
  obtain ⟨hr, hi⟩ := h
  refine ⟨Real.sqrt_pos.mpr (by linarith), ?_⟩
  rw [boostNorm, ← Complex.ofReal_pow, Real.sq_sqrt (by linarith)]
  exact Complex.ext (by simp) (by simpa using hi)
```

Now let $\det A=1$ and put $G=AA^\dagger$. Then $\det G=|\det A|^2=1$, and the identity above applies to $G$:
$$(G+\mathbb 1)^2=(G^2+\mathbb 1)+2G=(\operatorname{tr}G+2)\,G=s_A^2\,G.$$
Dividing by $s_A^2$ gives $P_A^2=AA^\dagger$. Thus $P_A$ is a square root of $AA^\dagger$ found by algebra alone. The step `hsq` is the displayed line, and the remaining rewrites cancel the normalisation.

```lean
/-- For `det A = 1` the boost factor squares to `A A†`. -/
theorem boostPart_mul_self (A : M2) (hA : A.det = 1) :
    boostPart A * boostPart A = A * Aᴴ := by
  obtain ⟨hs, hs2⟩ := boostNorm_spec A
  have hs0 : (boostNorm A : ℂ) ≠ 0 := by exact_mod_cast hs.ne'
  have hG : (A * Aᴴ).det = 1 := by
    rw [Matrix.det_mul, Matrix.det_conjTranspose, hA]; simp
  have hCH := cayley_hamilton_det_one _ hG
  unfold boostPart
  generalize A * Aᴴ = G at *
  -- Cayley–Hamilton turns the square of `G + 1` into a multiple of `G`
  have hsq : (G + 1) * (G + 1) = (boostNorm A : ℂ) ^ 2 • G := by
    calc (G + 1) * (G + 1) = (G * G + 1) + (G + G) := by noncomm_ring
      _ = (boostNorm A : ℂ) ^ 2 • G := by rw [hCH, hs2]; module
  rw [Matrix.smul_mul, Matrix.mul_smul, hsq, smul_smul, smul_smul]
  have h1 : (boostNorm A : ℂ)⁻¹ * ((boostNorm A : ℂ)⁻¹ * (boostNorm A : ℂ) ^ 2) = 1 := by
    field_simp
  rw [← mul_assoc] at h1
  rw [h1, one_smul]
```

For positivity, take any nonzero vector $v$:
$$v^\dagger(AA^\dagger+\mathbb 1)v=\|A^\dagger v\|^2+\|v\|^2>0.$$
Division by the positive number $s_A$ preserves this. For the determinant, expanding a $2\times2$ determinant gives
$$\det(G+\mathbb 1)=\det G+\operatorname{tr}G+1=\operatorname{tr}G+2=s_A^2.$$
A scalar factor $1/s_A$ contributes $1/s_A^2$ to a $2\times2$ determinant, so $\det P_A=1$. The two branches of the proof follow these two calculations.

```lean
/-- For `det A = 1` the boost factor is Hermitian positive definite with determinant one. -/
theorem boostPart_isBoost (A : M2) (hA : A.det = 1) : IsBoost (boostPart A) := by
  obtain ⟨hs, hs2⟩ := boostNorm_spec A
  have hs0 : (boostNorm A : ℂ) ≠ 0 := by exact_mod_cast hs.ne'
  constructor
  · have hpos : (0 : ℂ) < (boostNorm A : ℂ)⁻¹ := by
      rw [← Complex.ofReal_inv]
      exact_mod_cast inv_pos.mpr hs
    exact (Matrix.PosDef.posSemidef_add
      (Matrix.posSemidef_self_mul_conjTranspose A) Matrix.PosDef.one).smul hpos
  · have hG : (A * Aᴴ).det = 1 := by
      rw [Matrix.det_mul, Matrix.det_conjTranspose, hA]; simp
    have hdet : ∀ G : M2, (G + 1).det = G.det + G.trace + 1 := by
      intro G
      simp [Matrix.det_fin_two, Matrix.trace_fin_two]
      ring
    have h2 : (A * Aᴴ + 1).det = (boostNorm A : ℂ) ^ 2 := by
      rw [hdet, hG, hs2]; ring
    rw [boostPart, Matrix.det_smul, h2, Fintype.card_fin]
    field_simp
```

## Recovering a boost from a product

Suppose that $P$ is any boost and $U$ any element of $SU(2)$, and let $A=PU$. The rotation disappears from
$$AA^\dagger=PUU^\dagger P=P^2.$$
Because $\det P=1$, we have $P^2+\mathbb 1=(\operatorname{tr}P)P$. Taking the trace gives
$$\operatorname{tr}(P^2)+2=(\operatorname{tr}P)^2.$$
A positive definite matrix has a positive real trace, so the square root in the definition selects $s_A=\operatorname{tr}P$. Therefore
$$P_A=\frac{P^2+\mathbb 1}{\operatorname{tr}P}=P.$$
In the proof, `hG` removes the rotation and `hn` identifies the normalisation. The lines between them take the trace of the Cayley–Hamilton identity for $P$ and pass to its real part.

```lean
/-- A boost applied after a rotation is recovered from the product by the explicit formula. -/
theorem boostPart_boost_mul_rotation (P U : M2) (hP : IsBoost P) (hU : U ∈ SU2) :
    boostPart (P * U) = P := by
  have hU1 : U * Uᴴ = 1 :=
    Matrix.mem_unitaryGroup_iff.mp (Matrix.mem_specialUnitaryGroup_iff.mp hU).1
  have hH : Pᴴ = P := hP.1.isHermitian
  -- the rotation drops out of `A A†`
  have hG : (P * U) * (P * U)ᴴ = P * P := by
    rw [Matrix.conjTranspose_mul, hH]
    calc P * U * (Uᴴ * P) = P * (U * Uᴴ) * P := by simp only [mul_assoc]
      _ = P * P := by rw [hU1, mul_one]
  have hCH := cayley_hamilton_det_one P hP.2
  have ht := hP.1.trace_pos
  rw [Complex.pos_iff] at ht
  obtain ⟨hr, hi⟩ := ht
  have htr : P.trace = (P.trace.re : ℂ) := Complex.ext (by simp) (by simpa using hi.symm)
  have h2 : (P * P).trace + 2 = P.trace * P.trace := by
    have h := congrArg Matrix.trace hCH
    rw [Matrix.trace_add, Matrix.trace_smul, Matrix.trace_one, smul_eq_mul] at h
    simpa using h
  have h3 : (P * P).trace.re + 2 = P.trace.re ^ 2 := by
    have h := congrArg Complex.re h2
    rw [Complex.add_re, Complex.mul_re, ← hi] at h
    norm_num at h
    linarith [sq P.trace.re]
  -- hence the normalisation is the trace of `P`
  have hn : boostNorm (P * U) = P.trace.re := by
    rw [boostNorm, hG, h3, Real.sqrt_sq hr.le]
  have h0 : P.trace ≠ 0 := by
    intro h
    rw [h] at hr
    simp at hr
  rw [boostPart, hn, hG, hCH, ← htr, smul_smul, inv_mul_cancel₀ h0, one_smul]
```

## Existence and uniqueness of the factorisation

Return to an arbitrary $A$ with $\det A=1$. Multiplying out gives
$$P_A(A^\dagger)^{-1}=\frac{A+(A^\dagger)^{-1}}{s_A}=U_A,$$
and hence
$$P_AU_A=P_A^2(A^\dagger)^{-1}=AA^\dagger(A^\dagger)^{-1}=A.$$
Since $P_A$ is Hermitian, $U_A^\dagger=A^{-1}P_A$, so
$$U_A^\dagger U_A=A^{-1}P_AU_A=A^{-1}A=\mathbb 1.$$
Finally $1=\det A=\det P_A\det U_A=\det U_A$, which puts $U_A$ in $SU(2)$.

If also $A=PU$ with $P$ a boost and $U\in SU(2)$, the previous result gives $P=P_A$. Cancelling this invertible matrix from $PU=P_AU_A$ leaves $U=U_A$.

The theorem has one hypothesis, $\det A=1$, and four conclusions: `boostPart A` is a boost, `rotationPart A` is in $SU(2)$, their product in that order is $A$, and any other admissible pair with product $A$ equals this one. In the proof, `hR`, `hPR`, `hUU` and `hdet` are the four displayed or stated identities for $U_A$, in order. The part after `intro P U` is the uniqueness argument.

```lean
/-- Polar decomposition of SL(2,ℂ): a matrix of determinant one is the product of the explicit
boost and the explicit SU(2) rotation, and these are the only such factors. -/
theorem polar_decomposition (A : M2) (hA : A.det = 1) :
    IsBoost (boostPart A) ∧ rotationPart A ∈ SU2 ∧ A = boostPart A * rotationPart A ∧
      ∀ P U : M2, IsBoost P → U ∈ SU2 → A = P * U →
        P = boostPart A ∧ U = rotationPart A := by
  have hP := boostPart_isBoost A hA
  have hB : Aᴴ * (Aᴴ)⁻¹ = 1 :=
    Matrix.mul_nonsing_inv _ (by rw [Matrix.det_conjTranspose, hA]; simp)
  have hR : rotationPart A = boostPart A * (Aᴴ)⁻¹ := by
    rw [rotationPart, boostPart, Matrix.smul_mul, add_mul, one_mul, mul_assoc, hB, mul_one]
  have hPR : boostPart A * rotationPart A = A := by
    rw [hR, ← mul_assoc, boostPart_mul_self A hA, mul_assoc, hB, mul_one]
  have hB' : ((Aᴴ)⁻¹)ᴴ * A = 1 := by
    have h := congrArg Matrix.conjTranspose hB
    rwa [Matrix.conjTranspose_mul, Matrix.conjTranspose_conjTranspose,
      Matrix.conjTranspose_one] at h
  have hH : (boostPart A)ᴴ = boostPart A := hP.1.isHermitian
  have hUU : (rotationPart A)ᴴ * rotationPart A = 1 := by
    calc (rotationPart A)ᴴ * rotationPart A
        = ((Aᴴ)⁻¹)ᴴ * (boostPart A * rotationPart A) := by
          conv_lhs => rw [hR, Matrix.conjTranspose_mul, hH, ← hR]
          rw [mul_assoc]
      _ = 1 := by rw [hPR, hB']
  have hdet : (rotationPart A).det = 1 := by
    have h := congrArg Matrix.det hPR
    rwa [Matrix.det_mul, hP.2, one_mul, hA] at h
  refine ⟨hP, Matrix.mem_specialUnitaryGroup_iff.mpr
    ⟨Matrix.mem_unitaryGroup_iff'.mpr hUU, hdet⟩, hPR.symm, ?_⟩
  intro P U hPb hU hAPU
  have hPe : P = boostPart A := by
    rw [hAPU, boostPart_boost_mul_rotation P U hPb hU]
  refine ⟨hPe, ?_⟩
  -- cancel the common boost on the left
  have hinv : P⁻¹ * P = 1 := Matrix.nonsing_inv_mul _ (by rw [hPb.2]; exact isUnit_one)
  have h : P * U = P * rotationPart A := by rw [← hAPU, hPe, hPR]
  calc U = P⁻¹ * (P * U) := by rw [← mul_assoc, hinv, one_mul]
    _ = rotationPart A := by rw [h, ← mul_assoc, hinv, one_mul]
```

The matrix on the right acts first on a spinor, so $P_AU_A$ means a rotation followed by a boost. Uniqueness concerns the spinor matrix: $A$ and $-A$ act identically on $X$, and they have the same boost factor but opposite rotation factors.

## The opposite order

To boost first and rotate afterwards, keep the hypothesis $\det A=1$ and start from
$$U_A^\dagger A=\frac{A^\dagger+A^{-1}}{s_A}\,A=\frac{A^\dagger A+\mathbb 1}{s_A}.$$
Cyclicity of the trace gives $s_{A^\dagger}=s_A$, so the right-hand side is $P_{A^\dagger}$. Multiplying on the left by $U_A$ yields
$$A=U_AP_{A^\dagger}.$$
The rotation is unchanged; only the boost depends on the order. The proof establishes the first calculation as `h` and then uses unitarity.

```lean
/-- In the opposite order, `A` is the same rotation applied after the boost built from `A†`. -/
theorem rotation_after_boost (A : M2) (hA : A.det = 1) :
    A = rotationPart A * boostPart Aᴴ := by
  have hU := (polar_decomposition A hA).2.1
  have hUU : rotationPart A * (rotationPart A)ᴴ = 1 :=
    Matrix.mem_unitaryGroup_iff.mp (Matrix.mem_specialUnitaryGroup_iff.mp hU).1
  have hB' : ((Aᴴ)⁻¹)ᴴ * A = 1 := by
    rw [Matrix.conjTranspose_nonsing_inv, Matrix.conjTranspose_conjTranspose]
    exact Matrix.nonsing_inv_mul _ (by rw [hA]; exact isUnit_one)
  have hn : boostNorm Aᴴ = boostNorm A := by
    rw [boostNorm, boostNorm, Matrix.conjTranspose_conjTranspose, Matrix.trace_mul_comm]
  have h : (rotationPart A)ᴴ * A = boostPart Aᴴ := by
    rw [boostPart, hn, rotationPart, Matrix.conjTranspose_smul, Matrix.conjTranspose_add,
      Matrix.smul_mul, add_mul, hB', Matrix.conjTranspose_conjTranspose]
    simp
  rw [← h, ← mul_assoc, hUU, one_mul]
```

## Changing the frame by rotations

Let $V$ and $W$ be unitary. Then
$$(VAW)(VAW)^\dagger=VAWW^\dagger A^\dagger V^\dagger=V(AA^\dagger)V^\dagger.$$
The trace, and with it the normalisation, is unchanged. Since $VV^\dagger=\mathbb 1$, adding the identity and dividing by $s_A$ gives
$$P_{VAW}=VP_AV^\dagger.$$
A rotation $W$ applied before $A$ leaves the boost factor alone, while a rotation $V$ applied afterwards turns the boost direction and keeps the rapidity. The statement is about the formula for $P_A$, and it requires neither $\det A=1$ nor unit determinants for $V$ and $W$.

```lean
/-- Under `A ↦ V A W` with `V` and `W` unitary, the boost factor changes to `V P V†`. -/
theorem boostPart_covariant (A V W : M2) (hV : V ∈ Matrix.unitaryGroup (Fin 2) ℂ)
    (hW : W ∈ Matrix.unitaryGroup (Fin 2) ℂ) :
    boostPart (V * A * W) = V * boostPart A * Vᴴ := by
  have hV1 : V * Vᴴ = 1 := Matrix.mem_unitaryGroup_iff.mp hV
  have hV2 : Vᴴ * V = 1 := Matrix.mem_unitaryGroup_iff'.mp hV
  have hW1 : W * Wᴴ = 1 := Matrix.mem_unitaryGroup_iff.mp hW
  have hG : (V * A * W) * (V * A * W)ᴴ = V * (A * Aᴴ) * Vᴴ := by
    rw [Matrix.conjTranspose_mul, Matrix.conjTranspose_mul]
    calc V * A * W * (Wᴴ * (Aᴴ * Vᴴ)) = V * A * (W * Wᴴ) * (Aᴴ * Vᴴ) := by
          simp only [mul_assoc]
      _ = V * (A * Aᴴ) * Vᴴ := by rw [hW1, mul_one]; simp only [mul_assoc]
  have hn : boostNorm (V * A * W) = boostNorm A := by
    rw [boostNorm, boostNorm, hG, Matrix.trace_mul_comm, ← mul_assoc, hV2, one_mul]
  rw [boostPart, boostPart, hn, hG, Matrix.mul_smul, Matrix.smul_mul, mul_add, add_mul,
    mul_one, hV1]
```

## A boost along $z$ and the limit of zero rapidity

Let $Z_\eta=\operatorname{diag}(e^{\eta/2},e^{-\eta/2})$ and $A=Z_\eta U$ with $U\in SU(2)$. Then $AA^\dagger=\operatorname{diag}(e^\eta,e^{-\eta})$ and
$$s_A=\sqrt{2\cosh\eta+2}=2\cosh(\eta/2).$$
The first diagonal entry of $P_A$ is
$$\frac{e^\eta+1}{2\cosh(\eta/2)}=e^{\eta/2},$$
and the second follows by changing the sign of $\eta$. So $P_A=Z_\eta$, whatever the rotation was. Lean reaches the same conclusion by checking that $Z_\eta$ has positive diagonal entries and determinant 1, and then applying the general recovery theorem.

```lean
/-- For every rapidity `η` and every SU(2) rotation `U`, the boost factor of
`zBoost η * U` is `zBoost η`. -/
theorem boostPart_zBoost_mul (η : ℝ) (U : M2) (hU : U ∈ SU2) :
    boostPart (zBoost η * U) = zBoost η := by
  refine boostPart_boost_mul_rotation _ U ⟨?_, ?_⟩ hU
  · refine Matrix.posDef_diagonal_iff.mpr fun i => ?_
    fin_cases i
    · change (0 : ℂ) < (Real.exp (η / 2) : ℂ)
      exact_mod_cast Real.exp_pos _
    · change (0 : ℂ) < (Real.exp (-(η / 2)) : ℂ)
      exact_mod_cast Real.exp_pos _
  · rw [zBoost, Matrix.det_diagonal, Fin.prod_univ_two]
    change (Real.exp (η / 2) : ℂ) * (Real.exp (-(η / 2)) : ℂ) = 1
    rw [← Complex.ofReal_mul, ← Real.exp_add, add_neg_cancel, Real.exp_zero,
      Complex.ofReal_one]

end

end SL2CPolarDecomposition
```

At $\eta=0$ the matrix $A=U$ is a pure rotation. Then $s_A=2$, $P_A=\mathbb 1$ and $U_A=(U+U)/2=U$. Close to the identity, write $A=\mathbb 1+\varepsilon K+O(\varepsilon^2)$ with real $\varepsilon$ and $\operatorname{tr}K=0$. Expanding the formulas by hand to first order gives
$$P_A\approx\mathbb 1+\frac{\varepsilon}{2}(K+K^\dagger),\qquad U_A\approx\mathbb 1+\frac{\varepsilon}{2}(K-K^\dagger),$$
so to first order the boost and the rotation are generated by the Hermitian and anti-Hermitian parts of $K$.

```lean
#print axioms SL2CPolarDecomposition.rotation_after_boost
#print axioms SL2CPolarDecomposition.boostPart_covariant
#print axioms SL2CPolarDecomposition.boostPart_zBoost_mul
```

```
'SL2CPolarDecomposition.rotation_after_boost' depends on axioms: [propext, Classical.choice, Quot.sound]
'SL2CPolarDecomposition.boostPart_covariant' depends on axioms: [propext, Classical.choice, Quot.sound]
'SL2CPolarDecomposition.boostPart_zBoost_mul' depends on axioms: [propext, Classical.choice, Quot.sound]
```
